# For contacts confined to the surface orbitals, Tr(Γ_L G Γ_R G†) depends only on the surface block of G

The trace Tr(Γ_L G Γ_R G†) has the form of the coherent transmission formula for non-interacting electrons, with Γ_L and Γ_R describing the coupling to two leads. `trace_contact` takes a finite set of orbitals divided into surface and interior, and supposes that both coupling matrices vanish outside the surface block. It states that the trace is then unchanged if every matrix is replaced by its surface block; G and the two surface couplings may be any complex matrices, so G need not be a Green's function. The proof writes G as four blocks and asks `simp` to multiply the block matrices out and take the trace.

An attempt in Lean 4 with a fault in it:

```lean
import Mathlib

open Matrix

namespace TraceContact

noncomputable section

variable {m n : Type*} [Fintype m] [Fintype n] [DecidableEq m] [DecidableEq n]

/-- The contact matrix on surface and interior orbitals that equals `γ` on the surface
block and vanishes elsewhere. -/
def contact (γ : Matrix m m ℂ) : Matrix (m ⊕ n) (m ⊕ n) ℂ :=
  fromBlocks γ 0 0 0

omit [DecidableEq m] [DecidableEq n] in
/-- Contacts supported on the surface see only the surface block of the matrix `G` in the
trace `Tr(ΓL G ΓR Gᴴ)`. -/
theorem trace_contact (γL γR : Matrix m m ℂ) (G : Matrix (m ⊕ n) (m ⊕ n) ℂ) :
    (contact γL * G * contact γR * Gᴴ).trace
      = (γL * G.toBlocks₁₁ * γR * (G.toBlocks₁₁)ᴴ).trace := by
  obtain ⟨P, Q, R, T, rfl⟩ : ∃ P Q R T, G = fromBlocks P Q R T :=
    ⟨_, _, _, _, (fromBlocks_toBlocks G).symm⟩
  simp [contact, fromBlocks_conjTranspose, fromBlocks_multiply, trace_fromBlocks]

end

end TraceContact
```

The compiler's answer:

```
Main.lean:24:64: error(lean.unknownIdentifier): Unknown identifier `trace_fromBlocks`
Main.lean:21:60: error: unsolved goals
m : Type u_1
n : Type u_2
inst✝¹ : Fintype m
inst✝ : Fintype n
γL γR P : Matrix m m ℂ
Q : Matrix m n ℂ
R : Matrix n m ℂ
T : Matrix n n ℂ
⊢ (fromBlocks (γL * P * γR * Pᴴ) (γL * P * γR * Rᴴ) 0 0).trace = (γL * P * γR * Pᴴ).trace
```

The first message says that Lean finds no lemma called `trace_fromBlocks`, even with the `Matrix` namespace open. The second shows what `simp` could do without it. The products have been worked out, and what remains is to show that a block matrix with `γL * P * γR * Pᴴ` in its upper left corner and zeros in its lower row has the same trace as that corner. This is true, but `simp` had no rule that would split the trace of a block matrix into the traces of its diagonal blocks.

The repair drops the missing name and has `simp` do the splitting from the definition. Unfolding `Matrix.trace` turns each trace into a sum of diagonal entries, and `Fintype.sum_sum_type` separates the sum over `m ⊕ n` into one over `m` and one over `n`. The sum over `n` vanishes because the lower right block is zero, and the sum over `m` is the right-hand side. The upper right block, which contains `Rᴴ`, has no entries on the diagonal and so doesn't contribute.

This version goes through:

```diff
@@ -22,5 +22,6 @@
   obtain ⟨P, Q, R, T, rfl⟩ : ∃ P Q R T, G = fromBlocks P Q R T :=
     ⟨_, _, _, _, (fromBlocks_toBlocks G).symm⟩
-  simp [contact, fromBlocks_conjTranspose, fromBlocks_multiply, trace_fromBlocks]
+  simp [contact, fromBlocks_conjTranspose, fromBlocks_multiply, Matrix.trace,
+    Fintype.sum_sum_type]
 
 end
```
